# Contact hyperfine splitting of a 1s level by a nuclear spin I > 0

For a single s electron, the first-order zero-field hyperfine splitting is the density of that electron at the nucleus times $C$ times $I+\tfrac12$, where $I$ is the nuclear spin and $C$ is the coefficient of $\delta^3(\mathbf r)\,\mathbf I\cdot\mathbf s$ in the Hamiltonian, with $\mathbf I$ and $\mathbf s$ the nuclear and electron spins. The factor $I+\tfrac12$ is the distance between the two eigenvalues of $\mathbf I\cdot\mathbf s$ for an electron of spin ½. Here it is derived together with the multiplicities, and the density is that of a non-relativistic 1s electron around a point nucleus of unit charge.

## The two spins and their coupling

Units have $\hbar=c=1$. The finite type `n` labels the basis states of the nuclear spin.

```lean
import Mathlib

open Matrix
open scoped Kronecker

namespace BreitContactHyperfine

noncomputable section

variable {n : Type*} [Fintype n] [DecidableEq n]
```

The nuclear spin is given by three matrices $T_0,T_1,T_2$, the $x$, $y$ and $z$ components, with

$$[T_0,T_1]=iT_2\ \text{and cyclic},\qquad \sum_k T_k^2=I(I+1),\qquad \text{size}=2I+1.$$

In the code `I` is the spin, a real number, and `Complex.I` is the imaginary unit. The size condition restricts $I$ to integers and half-integers. Hermiticity is not assumed, and the argument does not need it.

```lean
/-- Three matrices of size `2I+1` obeying the angular-momentum commutation relations
with total square `I(I+1)`. -/
structure IsSpin (T : Fin 3 → Matrix n n ℂ) (I : ℝ) : Prop where
  comm_xy : T 0 * T 1 - T 1 * T 0 = Complex.I • T 2
  comm_yz : T 1 * T 2 - T 2 * T 1 = Complex.I • T 0
  comm_zx : T 2 * T 0 - T 0 * T 2 = Complex.I • T 1
  casimir : T 0 * T 0 + T 1 * T 1 + T 2 * T 2 = ((I : ℂ) * (I + 1)) • (1 : Matrix n n ℂ)
  dim : (Fintype.card n : ℝ) = 2 * I + 1
```

The electron spin matrices are $s_k=\sigma_k/2$, with $\sigma_k$ the Pauli matrices.

```lean
/-- The electron spin matrices, half the Pauli matrices. -/
def electronSpin : Fin 3 → Matrix (Fin 2) (Fin 2) ℂ :=
  ![!![0, 1 / 2; 1 / 2, 0], !![0, -(Complex.I / 2); Complex.I / 2, 0], !![1 / 2, 0; 0, -(1 / 2)]]
```

On the product space, of dimension $2(2I+1)$, the coupling is $X=\sum_k T_k\otimes s_k$.

```lean
/-- The scalar product `I·s` of nuclear and electron spin on the product space. -/
def coupling (T : Fin 3 → Matrix n n ℂ) : Matrix (n × Fin 2) (n × Fin 2) ℂ :=
  ∑ k, T k ⊗ₖ electronSpin k
```

## The orbital and the contact Hamiltonian

The 1s orbital with inverse length $\kappa$ is

$$\psi(x)=\sqrt{\kappa^3/\pi}\;e^{-\kappa\|x\|}.$$

For hydrogen $\kappa=\mu\alpha$, with $\mu$ the reduced mass and $\alpha$ the fine-structure constant.

```lean
/-- The 1s orbital with inverse length `κ` in three-dimensional space. -/
def orbital (κ : ℝ) (x : EuclideanSpace ℝ (Fin 3)) : ℝ :=
  Real.sqrt (κ ^ 3 / Real.pi) * Real.exp (-(κ * ‖x‖))
```

The constant $C$ stands for the product of the electron and nuclear gyromagnetic ratios (magnetic moment per unit of spin), with its numerical prefactor, that multiplies $\delta^3(\mathbf r)\,\mathbf I\cdot\mathbf s$ in the Breit Hamiltonian. Its value is left free. Averaging the delta function over the orbital gives the strength $g=C\psi(0)^2$.

```lean
/-- The contact coupling constant times the electron density at the nucleus. -/
def contactStrength (C κ : ℝ) : ℝ := C * orbital κ 0 ^ 2
```

The Hamiltonian is then $gX$, the first-order contact energy as a matrix on the spin states. This form is taken as the definition; the delta function and the perturbation theory behind it are not formalised.

```lean
/-- The contact Hamiltonian `C ψ(0)² I·s`. -/
def contactHamiltonian (C κ : ℝ) (T : Fin 3 → Matrix n n ℂ) :
    Matrix (n × Fin 2) (n × Fin 2) ℂ :=
  (contactStrength C κ : ℂ) • coupling T
```

## Spin 1 as an example

The matrices $(T_k)_{ab}=-i\varepsilon_{kab}$, where $\varepsilon$ is the antisymmetric symbol, satisfy all the relations with $I=1$, the spin of the deuteron. The check runs entry by entry.

```lean
/-- The spin-1 matrices in the Cartesian basis. -/
def spinOne : Fin 3 → Matrix (Fin 3) (Fin 3) ℂ :=
  ![!![0, 0, 0; 0, 0, -Complex.I; 0, Complex.I, 0],
    !![0, 0, Complex.I; 0, 0, 0; -Complex.I, 0, 0],
    !![0, -Complex.I, 0; Complex.I, 0, 0; 0, 0, 0]]

/-- The Cartesian spin-1 matrices satisfy all the spin relations with `I = 1`. -/
theorem isSpin_witness : IsSpin spinOne 1 := by
  constructor
  case dim => norm_num
  all_goals
    ext i j
    fin_cases i <;> fin_cases j <;>
      simp [spinOne]
```

## A quadratic equation for the coupling

The electron matrices satisfy $s_k^2=\tfrac14$ and $s_0s_1=\tfrac i2 s_2=-s_1s_0$, with cyclic permutations.

```lean
/-- The nine products of electron spin matrices. -/
theorem electronSpin_mul :
    (∀ k, electronSpin k * electronSpin k = (1 / 4 : ℂ) • (1 : Matrix (Fin 2) (Fin 2) ℂ)) ∧
    electronSpin 0 * electronSpin 1 = (Complex.I / 2) • electronSpin 2 ∧
    electronSpin 1 * electronSpin 0 = (-(Complex.I / 2)) • electronSpin 2 ∧
    electronSpin 1 * electronSpin 2 = (Complex.I / 2) • electronSpin 0 ∧
    electronSpin 2 * electronSpin 1 = (-(Complex.I / 2)) • electronSpin 0 ∧
    electronSpin 2 * electronSpin 0 = (Complex.I / 2) • electronSpin 1 ∧
    electronSpin 0 * electronSpin 2 = (-(Complex.I / 2)) • electronSpin 1 := by
  refine ⟨fun k => ?_, ?_, ?_, ?_, ?_, ?_, ?_⟩
  · fin_cases k <;> ext i j <;> fin_cases i <;> fin_cases j <;>
      simp [electronSpin, Matrix.mul_apply, Fin.sum_univ_succ] <;>
      first | ring1 | (ring_nf; norm_num [Complex.I_sq])
  all_goals
    ext i j
    fin_cases i <;> fin_cases j <;>
      simp [electronSpin, Matrix.mul_apply, Fin.sum_univ_succ] <;>
      first | ring1 | (ring_nf; norm_num [Complex.I_sq])
```

In $X^2=\sum_{k,l}T_kT_l\otimes s_ks_l$ the diagonal terms give $\tfrac14I(I+1)$. The off-diagonal terms pair into commutators:

$$\tfrac i2\big([T_0,T_1]\otimes s_2+[T_1,T_2]\otimes s_0+[T_2,T_0]\otimes s_1\big)=\tfrac{i\cdot i}{2}X=-\tfrac12X.$$

Hence

$$X^2=\tfrac14I(I+1)-\tfrac12X,\qquad (X-\tfrac I2)(X+\tfrac{I+1}2)=0.$$

In the proof, `key` is one commutator tensored with an electron matrix, and `kc` is the sum of squares. The last line adds a quarter of `kc` to half of each of the three commutator identities.

```lean
/-- The spin coupling obeys `X² = I(I+1)/4 - X/2`. -/
theorem coupling_sq {T : Fin 3 → Matrix n n ℂ} {I : ℝ} (hT : IsSpin T I) :
    coupling T * coupling T =
      ((I : ℂ) * (I + 1) / 4) • (1 : Matrix (n × Fin 2) (n × Fin 2) ℂ)
        - (1 / 2 : ℂ) • coupling T := by
  obtain ⟨sd, s01, s10, s12, s21, s20, s02⟩ := electronSpin_mul
  -- a nuclear commutator, tensored with an electron matrix
  have key : ∀ (A B D : Matrix n n ℂ) (s : Matrix (Fin 2) (Fin 2) ℂ),
      A * B - B * A = Complex.I • D →
      Complex.I • ((A * B) ⊗ₖ s) - Complex.I • ((B * A) ⊗ₖ s) = -(D ⊗ₖ s) := by
    intro A B D s h
    ext ⟨a, b⟩ ⟨c, d⟩
    have e := congrFun (congrFun h a) c
    simp only [Matrix.sub_apply, Matrix.smul_apply, smul_eq_mul] at e
    simp only [Matrix.sub_apply, Matrix.smul_apply, Matrix.neg_apply, smul_eq_mul,
      Matrix.kroneckerMap_apply]
    linear_combination Complex.I * s b d * e + D a c * s b d * Complex.I_mul_I
  have k2 := key _ _ _ (electronSpin 2) hT.comm_xy
  have k0 := key _ _ _ (electronSpin 0) hT.comm_yz
  have k1 := key _ _ _ (electronSpin 1) hT.comm_zx
  have kc : (T 0 * T 0) ⊗ₖ (1 : Matrix (Fin 2) (Fin 2) ℂ) + (T 1 * T 1) ⊗ₖ 1
      + (T 2 * T 2) ⊗ₖ 1 = ((I : ℂ) * (I + 1)) • 1 := by
    rw [← Matrix.add_kronecker, ← Matrix.add_kronecker, hT.casimir, Matrix.smul_kronecker,
      Matrix.one_kronecker_one]
  simp only [coupling, Fin.sum_univ_three, mul_add, add_mul, ← Matrix.mul_kronecker_mul,
    sd, s01, s10, s12, s21, s20, s02, Matrix.kronecker_smul]
  linear_combination (norm := module)
    (1 / 4 : ℂ) • kc + (1 / 2 : ℂ) • k0 + (1 / 2 : ℂ) • k1 + (1 / 2 : ℂ) • k2
```

## Multiplicities from a trace

Let $f$ act on a space of dimension $d$ and satisfy $(f-a)(f-b)=0$ with $a\ne b$. Put $P=(f-b)/(a-b)$. Every $Px$ lies in the $a$-eigenspace, because $(f-a)Px=0$, and $P$ leaves each vector of that eigenspace unchanged. So $P$ projects onto it, and

$$\dim\ker(f-a)=\operatorname{tr}P=\frac{\operatorname{tr}f-b\,d}{a-b}.$$

If $fv=Ev$ with $v\neq0$, then $(E-a)(E-b)v=0$, so $E$ is $a$ or $b$.

The proof turns on Mathlib's `LinearMap.IsProj`. This predicate says that a linear map sends everything into a given subspace and fixes that subspace pointwise, which are the two properties just checked. Its lemma `hp.trace` then equates the trace with the dimension of the subspace. No eigenbasis has to be constructed, and no inner product enters.

```lean
/-- For an operator satisfying a quadratic equation with distinct roots `a` and `b`, the trace
fixes the multiplicity of `a`, and every eigenvalue is `a` or `b`. -/
theorem two_level {V : Type*} [AddCommGroup V] [Module ℂ V] [FiniteDimensional ℂ V]
    (f : Module.End ℂ V) {a b : ℂ} (hab : a - b ≠ 0)
    (hq : ∀ x, f (f x) = (a + b) • f x - (a * b) • x) :
    (a - b) * (Module.finrank ℂ (Module.End.eigenspace f a) : ℂ)
        = LinearMap.trace ℂ V f - b * (Module.finrank ℂ V : ℂ) ∧
      ∀ E, Module.End.HasEigenvalue f E → E = a ∨ E = b := by
  constructor
  · -- the projector onto the eigenspace of `a`
    have hp : LinearMap.IsProj (Module.End.eigenspace f a)
        ((a - b)⁻¹ • (f - b • (1 : Module.End ℂ V))) := by
      constructor
      · intro x
        rw [Module.End.mem_eigenspace_iff]
        simp only [LinearMap.smul_apply, LinearMap.sub_apply, Module.End.one_apply,
          map_smul, map_sub, hq]
        module
      · intro x hx
        rw [Module.End.mem_eigenspace_iff] at hx
        simp only [LinearMap.smul_apply, LinearMap.sub_apply, Module.End.one_apply]
        rw [hx, ← sub_smul, smul_smul, inv_mul_cancel₀ hab, one_smul]
    have ht := hp.trace
    rw [map_smul, map_sub, map_smul, LinearMap.trace_one, smul_eq_mul, smul_eq_mul] at ht
    rw [← ht, mul_inv_cancel_left₀ hab]
  · intro E hE
    obtain ⟨v, hv⟩ := hE.exists_hasEigenvector
    have h1 := hv.apply_eq_smul
    have h2 := hq v
    rw [h1, map_smul, h1] at h2
    have h3 : ((E - a) * (E - b)) • v = 0 := by
      linear_combination (norm := module) h2
    rcases mul_eq_zero.mp ((smul_eq_zero.mp h3).resolve_right hv.2) with h | h
    · exact Or.inl (sub_eq_zero.mp h)
    · exact Or.inr (sub_eq_zero.mp h)
```

For $f=gX$ with $g\neq0$, take $a=gI/2$ and $b=-g(I+1)/2$, so that $a-b=g(I+\tfrac12)$. Since each $s_k$ is traceless, $\operatorname{tr}f=0$. With $d=2(2I+1)$,

$$\dim\ker(f-a)=\frac{g(I+1)(2I+1)}{g(I+\frac12)}=2I+2,\qquad
\dim\ker(f-b)=\frac{gI(2I+1)}{g(I+\frac12)}=2I.$$

The second dimension follows from `two_level` with the roots exchanged. Both are positive because $I>0$, so both values really are eigenvalues. The theorem lets $E$ range over all complex numbers and finds only these two. Setting $g=1$ gives the spectrum of $X$ itself.

```lean
/-- For `I > 0` and `g ≠ 0` the operator `g I·s` has exactly the eigenvalues `g I/2` and `-g
(I+1)/2`, with multiplicities `2I+2` and `2I`. -/
theorem coupling_levels {T : Fin 3 → Matrix n n ℂ} {I g : ℝ} (hT : IsSpin T I)
    (hI : 0 < I) (hg : g ≠ 0) :
    (Module.finrank ℂ (Module.End.eigenspace (Matrix.toLin' ((g : ℂ) • coupling T))
        ((g * (I / 2) : ℝ) : ℂ)) : ℝ) = 2 * I + 2 ∧
    (Module.finrank ℂ (Module.End.eigenspace (Matrix.toLin' ((g : ℂ) • coupling T))
        ((-(g * ((I + 1) / 2)) : ℝ) : ℂ)) : ℝ) = 2 * I ∧
    ∀ E : ℂ, Module.End.HasEigenvalue (Matrix.toLin' ((g : ℂ) • coupling T)) E ↔
      E = ((g * (I / 2) : ℝ) : ℂ) ∨ E = ((-(g * ((I + 1) / 2)) : ℝ) : ℂ) := by
  obtain ⟨f, hf⟩ : ∃ f, f = Matrix.toLin' ((g : ℂ) • coupling T) := ⟨_, rfl⟩
  rw [← hf]
  have hfx : ∀ y, f y = (g : ℂ) • Matrix.toLin' (coupling T) y := by
    intro y
    rw [hf, map_smul, LinearMap.smul_apply]
  have hq : ∀ x, f (f x) = (((g * (I / 2) : ℝ) : ℂ) + ((-(g * ((I + 1) / 2)) : ℝ) : ℂ)) • f x
      - (((g * (I / 2) : ℝ) : ℂ) * ((-(g * ((I + 1) / 2)) : ℝ) : ℂ)) • x := by
    intro x
    have e := LinearMap.congr_fun (congrArg Matrix.toLin' (coupling_sq hT)) x
    simp only [Matrix.toLin'_mul, map_sub, map_smul, Matrix.toLin'_one, LinearMap.comp_apply,
      LinearMap.sub_apply, LinearMap.smul_apply, LinearMap.id_apply] at e
    rw [hfx (f x), hfx x, map_smul, e]
    push_cast
    module
  -- the electron spin matrices are traceless, hence so is the coupling
  have htr : LinearMap.trace ℂ _ f = 0 := by
    have h0 : (coupling T).trace = 0 := by
      simp [coupling, Fin.sum_univ_three, Matrix.trace_add, Matrix.trace_kronecker,
        electronSpin, Matrix.trace_fin_two]
    rw [hf, LinearMap.trace_eq_matrix_trace ℂ (Pi.basisFun ℂ (n × Fin 2)),
      LinearMap.toMatrix_eq_toMatrix', LinearMap.toMatrix'_toLin', Matrix.trace_smul, h0,
      smul_zero]
  have hdim : (Module.finrank ℂ (n × Fin 2 → ℂ) : ℂ) = 2 * (2 * I + 1) := by
    have hd : (Fintype.card n : ℂ) = 2 * I + 1 := by
      simpa using congrArg (fun t : ℝ => (t : ℂ)) hT.dim
    rw [Module.finrank_fintype_fun_eq_card, Fintype.card_prod, Fintype.card_fin]
    push_cast
    rw [hd]
    ring
  have hab : ((g * (I / 2) : ℝ) : ℂ) - ((-(g * ((I + 1) / 2)) : ℝ) : ℂ) ≠ 0 := by
    rw [sub_ne_zero]
    intro h
    have h' := Complex.ofReal_injective h
    have hpos : I + 1 / 2 ≠ 0 := by positivity
    exact mul_ne_zero hg hpos (by linear_combination h')
  have hba := neg_ne_zero.mpr hab
  rw [neg_sub] at hba
  obtain ⟨m1, hE⟩ := two_level f hab hq
  obtain ⟨m2, -⟩ := two_level f hba (fun x => by rw [hq x]; module)
  rw [htr, hdim] at m1 m2
  have d1 : (Module.finrank ℂ (Module.End.eigenspace f ((g * (I / 2) : ℝ) : ℂ)) : ℝ)
      = 2 * I + 2 := by
    apply Complex.ofReal_injective
    apply mul_left_cancel₀ hab
    rw [Complex.ofReal_natCast, m1]
    push_cast
    ring
  have d2 : (Module.finrank ℂ (Module.End.eigenspace f
      ((-(g * ((I + 1) / 2)) : ℝ) : ℂ)) : ℝ) = 2 * I := by
    apply Complex.ofReal_injective
    apply mul_left_cancel₀ hba
    rw [Complex.ofReal_natCast, m2]
    push_cast
    ring
  refine ⟨d1, d2, fun E => ⟨hE E, ?_⟩⟩
  rintro (rfl | rfl)
  · rw [Module.End.hasEigenvalue_iff]
    intro h0
    rw [h0, finrank_bot, Nat.cast_zero] at d1
    linarith
  · rw [Module.End.hasEigenvalue_iff]
    intro h0
    rw [h0, finrank_bot, Nat.cast_zero] at d2
    linarith
```

The dimensions are those of total angular momentum $F=I+\tfrac12$ and $F=I-\tfrac12$, the usual labels of the two levels.

## The density at the nucleus

The orbital is normalised for $\kappa>0$:

$$\int\psi^2\,d^3x=\frac{\kappa^3}{\pi}\,4\pi\int_0^\infty r^2e^{-2\kappa r}\,dr=4\kappa^3\,\frac{2}{(2\kappa)^3}=1.$$

In Lean this is an integral over three-dimensional Euclidean space. `MeasureTheory.integral_fun_norm_addHaar` reduces it to the radial one, with the factor $4\pi$ appearing as three times the volume of the unit ball. The radial integral comes from the Gamma function at 3.

```lean
/-- The 1s orbital is normalized: its square integrates to one over space. -/
theorem orbital_normalized {κ : ℝ} (hκ : 0 < κ) : ∫ x, orbital κ x ^ 2 = 1 := by
  have h1 : ∀ x, orbital κ x ^ 2 = κ ^ 3 / Real.pi * Real.exp (-(2 * κ * ‖x‖)) := by
    intro x
    unfold orbital
    rw [mul_pow, Real.sq_sqrt (by positivity), ← Real.exp_nat_mul]
    congr 2
    push_cast
    ring
  have hG : Real.Gamma 3 = 2 := by
    rw [show (3 : ℝ) = ((2 : ℕ) : ℝ) + 1 by norm_num, Real.Gamma_nat_eq_factorial]
    norm_num [Nat.factorial]
  -- the radial integral
  have h3 := Real.integral_rpow_mul_exp_neg_mul_Ioi (a := 3) (r := 2 * κ)
    (by norm_num) (by positivity)
  rw [hG, show (3 : ℝ) - 1 = ((2 : ℕ) : ℝ) by norm_num,
    show (3 : ℝ) = ((3 : ℕ) : ℝ) by norm_num] at h3
  simp only [Real.rpow_natCast] at h3
  have hb : (MeasureTheory.volume : MeasureTheory.Measure (EuclideanSpace ℝ (Fin 3))).real
      (Metric.ball 0 1) = Real.pi * 4 / 3 := by
    rw [MeasureTheory.measureReal_def, EuclideanSpace.volume_ball_fin_three,
      ENNReal.ofReal_one, one_pow, one_mul, ENNReal.toReal_ofReal (by positivity)]
  have h2 := MeasureTheory.integral_fun_norm_addHaar
    (MeasureTheory.volume : MeasureTheory.Measure (EuclideanSpace ℝ (Fin 3)))
    (fun r : ℝ => Real.exp (-(2 * κ * r)))
  simp only [finrank_euclideanSpace_fin, hb, smul_eq_mul, nsmul_eq_mul, Nat.reduceSub,
    Nat.cast_ofNat] at h2
  simp_rw [h1]
  rw [MeasureTheory.integral_const_mul, h2, h3]
  field_simp
  norm_num
```

At the origin the exponential is 1, which leaves $\psi(0)^2=\kappa^3/\pi$.

```lean
/-- The 1s density at the nucleus is `κ³/π`. -/
theorem orbital_origin {κ : ℝ} (hκ : 0 < κ) : orbital κ 0 ^ 2 = κ ^ 3 / Real.pi := by
  unfold orbital
  rw [norm_zero, mul_zero, neg_zero, Real.exp_zero, mul_one, Real.sq_sqrt (by positivity)]
```

## The splitting

With $\kappa=\mu\alpha$ the strength is $g=C(\mu\alpha)^3/\pi$, and the levels differ by

$$\frac{gI}2+\frac{g(I+1)}2=g\left(I+\tfrac12\right)=\frac{C(\mu\alpha)^3(I+\frac12)}{\pi}.$$

The final theorem assumes $I>0$, $C\neq0$ and $\mu,\alpha>0$. It states the two multiplicities, the complete list of eigenvalues and this difference. The difference is signed: for $C>0$ the level of multiplicity $2I+2$ lies higher, and for $C<0$ it lies lower.

The smallest case is $I=\tfrac12$, as for the proton. The levels are then a triplet at $g/4$ and a singlet at $-3g/4$, separated by $g=C(\mu\alpha)^3/\pi$.

```lean
/-- For `C ≠ 0` the contact Hamiltonian of a 1s electron and a nuclear spin `I > 0` has exactly two
levels, of multiplicities `2I+2` and `2I`. The energy of the first minus that of the second is `C
(μα)³ (I + 1/2)/π`. -/
theorem contact_splitting {T : Fin 3 → Matrix n n ℂ} {I C μ α : ℝ} (hT : IsSpin T I)
    (hI : 0 < I) (hC : C ≠ 0) (hμ : 0 < μ) (hα : 0 < α) :
    ((Module.finrank ℂ (Module.End.eigenspace (Matrix.toLin' (contactHamiltonian C (μ * α) T))
        ((contactStrength C (μ * α) * (I / 2) : ℝ) : ℂ)) : ℝ) = 2 * I + 2 ∧
    (Module.finrank ℂ (Module.End.eigenspace (Matrix.toLin' (contactHamiltonian C (μ * α) T))
        ((-(contactStrength C (μ * α) * ((I + 1) / 2)) : ℝ) : ℂ)) : ℝ) = 2 * I ∧
    ∀ E : ℂ, Module.End.HasEigenvalue (Matrix.toLin' (contactHamiltonian C (μ * α) T)) E ↔
      E = ((contactStrength C (μ * α) * (I / 2) : ℝ) : ℂ) ∨
      E = ((-(contactStrength C (μ * α) * ((I + 1) / 2)) : ℝ) : ℂ)) ∧
    contactStrength C (μ * α) * (I / 2) - -(contactStrength C (μ * α) * ((I + 1) / 2))
      = C * (μ * α) ^ 3 * (I + 1 / 2) / Real.pi := by
  have hκ : 0 < μ * α := mul_pos hμ hα
  have hs : contactStrength C (μ * α) = C * ((μ * α) ^ 3 / Real.pi) := by
    rw [contactStrength, orbital_origin hκ]
  have hg : contactStrength C (μ * α) ≠ 0 := by
    rw [hs]
    exact mul_ne_zero hC (by positivity)
  refine ⟨coupling_levels hT hI hg, ?_⟩
  rw [hs]
  ring

end

end BreitContactHyperfine
```

```lean
#print axioms BreitContactHyperfine.orbital_normalized
#print axioms BreitContactHyperfine.contact_splitting
```

```
'BreitContactHyperfine.orbital_normalized' depends on axioms: [propext, Classical.choice, Quot.sound]
'BreitContactHyperfine.contact_splitting' depends on axioms: [propext, Classical.choice, Quot.sound]
```
